# The Cini–Sawatzky formula for a finite two-hole Hamiltonian with interaction in one local state

When an Auger decay leaves two valence holes on one atom, their repulsion $U$ can reshape the spectrum. Let $g_0$ be the local two-hole Green function without repulsion and $A_0=-\operatorname{Im}g_0/\pi>0$ its spectrum. Expanding in real $U$ and stopping at first order gives $g_0+Ug_0^2$, with spectrum $A_0(1+2U\operatorname{Re}g_0)$. This is negative wherever $U\operatorname{Re}g_0<-1/2$. Where $|Ug_0|\ge 1$, adding further orders does not converge to the exact result, because the geometric series diverges there.

For a finite matrix Hamiltonian whose interaction acts in a single local state, the closed form $g=g_0/(1-Ug_0)$ holds whenever both resolvents exist, with no condition on the size of $U$. In such a cluster model, one calculation of $g_0$ at a given energy therefore supplies the interacting local spectrum at that same energy for every real $U$, provided that the energy has a nonzero imaginary part and the non-interacting Hamiltonian is Hermitian.

## Two holes that interact in one state

The two-hole states are labelled by a finite type `n`, so Hamiltonians are complex matrices and states are vectors `n → ℂ`.

```lean
import Mathlib

open Matrix

namespace CiniSawatzky

noncomputable section

variable {n : Type*} [Fintype n] [DecidableEq n]
```

Let $H_0$ be the two-hole Hamiltonian without the local repulsion, and let $f$ be the state with both holes on the atom that decays. The interacting Hamiltonian is
$$H=H_0+U\,ff^*,\qquad (ff^*)_{ij}=f_i\overline{f_j}.$$
The constant $U$ stands for the screened Coulomb repulsion between two holes on the same atom; it is an input to the model. In the code `vecMulVec f (star f)` is $ff^*$. At this stage $H_0$ need not be Hermitian and $U$ may be complex.

```lean
/-- The two-hole Hamiltonian `H0 + U f f^*`: the term `U f f^*`, which acts in the local two-hole
state `f`, is added to `H0`. -/
def interacting (H0 : Matrix n n ℂ) (f : n → ℂ) (U : ℂ) : Matrix n n ℂ :=
  H0 + U • vecMulVec f (star f)
```

The local Green function at complex energy $z$ is
$$g_H(z)=\langle f,(z-H)^{-1}f\rangle=\sum_i\overline{f_i}\,\bigl((z-H)^{-1}f\bigr)_i .$$
We write $g_0$ for its value with $H_0$ and $g$ for its value with $H=H_0+U\,ff^*$. The vector $f$ is not assumed normalised. For $f\neq0$, the unit vector $f/\|f\|$ has Green functions $g_0/\|f\|^2$ and $g/\|f\|^2$ and repulsion $U\|f\|^2$, so the product $Ug_0$ is unchanged.

```lean
/-- The local two-hole Green function `⟨f, (z - H)⁻¹ f⟩`. -/
def green (H : Matrix n n ℂ) (f : n → ℂ) (z : ℂ) : ℂ :=
  star f ⬝ᵥ ((z • (1 : Matrix n n ℂ) - H)⁻¹ *ᵥ f)
```

The spectrum is $A_H(z)=-\operatorname{Im}g_H(z)/\pi$. For Hermitian $H$ and $z=\omega+i\eta$ with $\eta>0$, it is a sum of Lorentzians of half-width $\eta$ at the two-hole energies. Reading it as an Auger line shape assumes that the decay creates both holes in $f$ with a constant matrix element.

```lean
/-- The local two-hole spectrum `-Im ⟨f, (z - H)⁻¹ f⟩ / π` at complex energy `z`. -/
def spectrum (H : Matrix n n ℂ) (f : n → ℂ) (z : ℂ) : ℝ :=
  -(green H f z).im / Real.pi
```

## The scalar Dyson equation

Let $y=(z-H)^{-1}f$ be the response to the source $f$. If $z-H$ is invertible, which Lean writes as `IsUnit`, then
$$(z-H)\,y=f .$$

```lean
/-- If `z - H` is invertible, applying it to the response `(z - H)⁻¹ f` gives back the source `f`.
-/
theorem response_equation (H : Matrix n n ℂ) (f : n → ℂ) (z : ℂ)
    (h : IsUnit (z • (1 : Matrix n n ℂ) - H)) :
    (z • (1 : Matrix n n ℂ) - H) *ᵥ ((z • (1 : Matrix n n ℂ) - H)⁻¹ *ᵥ f) = f := by
  rw [Matrix.mulVec_mulVec,
    Matrix.mul_nonsing_inv _ ((Matrix.isUnit_iff_isUnit_det _).mp h), Matrix.one_mulVec]
```

Since $z-H_0=(z-H)+U\,ff^*$, and $ff^*y=\langle f,y\rangle f$ with $\langle f,y\rangle=g$,
$$(z-H_0)\,y=f+U\langle f,y\rangle f=(1+Ug)\,f .$$
The interaction has only rescaled the source. Applying $(z-H_0)^{-1}$ gives $y=(1+Ug)(z-H_0)^{-1}f$, and projection on $f$ gives
$$g=(1+Ug)\,g_0=g_0+Ug_0g .$$

The proof follows these lines for any $y$ that solves $(z-H)y=f$. In it, `hv` evaluates the interaction on $y$, `h2` is the rescaled source, `h3` applies the free resolvent and `h4` projects on $f$. The auxiliary statement `key` is then used for the actual response.

```lean
/-- The scalar Dyson equation `g = g0 + U g0 g` for the local two-hole Green function, if `z - H0`
and `z - H` are invertible, where `H = H0 + U f f^*`. -/
theorem dyson (H0 : Matrix n n ℂ) (f : n → ℂ) (U z : ℂ)
    (h0 : IsUnit (z • (1 : Matrix n n ℂ) - H0))
    (h : IsUnit (z • (1 : Matrix n n ℂ) - interacting H0 f U)) :
    green (interacting H0 f U) f z =
      green H0 f z + U * green H0 f z * green (interacting H0 f U) f z := by
  have key : ∀ y : n → ℂ, (z • (1 : Matrix n n ℂ) - interacting H0 f U) *ᵥ y = f →
      star f ⬝ᵥ y = (1 + U * (star f ⬝ᵥ y)) * green H0 f z := by
    intro y hy
    -- the interaction only rescales the source f
    have hv : (U • vecMulVec f (star f)) *ᵥ y = (U * (star f ⬝ᵥ y)) • f := by
      ext i
      simp only [Matrix.mulVec, dotProduct, Matrix.smul_apply, Matrix.vecMulVec_apply,
        Pi.smul_apply, smul_eq_mul, Finset.mul_sum, Finset.sum_mul]
      exact Finset.sum_congr rfl fun j _ => by ring
    have hs : z • (1 : Matrix n n ℂ) - H0 =
        (z • (1 : Matrix n n ℂ) - interacting H0 f U) + U • vecMulVec f (star f) := by
      unfold interacting
      abel
    have h2 : (z • (1 : Matrix n n ℂ) - H0) *ᵥ y = (1 + U * (star f ⬝ᵥ y)) • f := by
      rw [hs, Matrix.add_mulVec, hy, hv, add_smul, one_smul]
    -- solve with the free resolvent and project on f
    have h3 : (z • (1 : Matrix n n ℂ) - H0)⁻¹ *ᵥ ((z • (1 : Matrix n n ℂ) - H0) *ᵥ y) = y := by
      rw [Matrix.mulVec_mulVec,
        Matrix.nonsing_inv_mul _ ((Matrix.isUnit_iff_isUnit_det _).mp h0), Matrix.one_mulVec]
    rw [h2, Matrix.mulVec_smul] at h3
    have h4 := congrArg (fun v => star f ⬝ᵥ v) h3
    simp only [dotProduct_smul, smul_eq_mul] at h4
    exact h4.symm
  have hk : green (interacting H0 f U) f z =
      (1 + U * green (interacting H0 f U) f z) * green H0 f z :=
    key _ (response_equation _ f z h)
  linear_combination hk
```

## A denominator that cannot vanish

Expanding a product and inserting the Dyson equation gives
$$(1-Ug_0)(1+Ug)=1+U\,(g-g_0-Ug_0g)=1 .$$
Hence $1-Ug_0\neq0$. The Dyson equation also reads $g(1-Ug_0)=g_0$, and division yields
$$g=\frac{g_0}{1-Ug_0}.$$

Both conclusions need invertibility, as one-dimensional examples with $H_0=0$, $f=1$ and $U=1$ show. At $z=1$ the matrix $z-H_0=1$ is invertible but $z-H=0$ is not; here $g_0=1$ and the denominator is zero. At $z=0$ the matrix $z-H=-1$ is invertible and $g=-1$, but $z-H_0=0$ is not, so $g_0$ has no meaning as a resolvent element. Lean assigns a singular matrix the inverse zero, which would make the right-hand side $0$ instead of $-1$.

In the theorem, `hinv` is the product identity, and the two `linear_combination` calls carry out the algebra.

```lean
/-- The Cini-Sawatzky formula: if `z - H0` and `z - H` are invertible, where `H = H0 + U f f^*`,
then `1 - U g0` does not vanish, and the interacting two-hole Green function is `g = g0 / (1 - U
g0)`. -/
theorem cini_sawatzky (H0 : Matrix n n ℂ) (f : n → ℂ) (U z : ℂ)
    (h0 : IsUnit (z • (1 : Matrix n n ℂ) - H0))
    (h : IsUnit (z • (1 : Matrix n n ℂ) - interacting H0 f U)) :
    1 - U * green H0 f z ≠ 0 ∧
      green (interacting H0 f U) f z = green H0 f z / (1 - U * green H0 f z) := by
  have hd := dyson H0 f U z h0 h
  -- the denominator has the explicit inverse 1 + U g
  have hinv : (1 - U * green H0 f z) * (1 + U * green (interacting H0 f U) f z) = 1 := by
    linear_combination U * hd
  have hne : 1 - U * green H0 f z ≠ 0 := left_ne_zero_of_mul_eq_one hinv
  refine ⟨hne, ?_⟩
  rw [eq_div_iff hne]
  linear_combination hd
```

## Reading the repulsion back

Suppose $g_0\neq0$. Then $g\neq0$ as well, since $g=0$ in the Dyson equation would force $g_0=0$. Dividing that equation by $g_0g$ gives
$$\frac1{g_0}=\frac1g+U,\qquad\text{so}\qquad U=\frac1{g_0}-\frac1g .$$
The two Green functions must be taken at the same $z$ and with the same $f$.

```lean
/-- The hole-hole interaction is the difference of the inverse local Green functions, `U = 1/g0 -
1/g`, if `z - H0` and `z - H` are invertible, where `H = H0 + U f f^*`, and `g0` is nonzero. -/
theorem interaction_from_green (H0 : Matrix n n ℂ) (f : n → ℂ) (U z : ℂ)
    (h0 : IsUnit (z • (1 : Matrix n n ℂ) - H0))
    (h : IsUnit (z • (1 : Matrix n n ℂ) - interacting H0 f U))
    (hg0 : green H0 f z ≠ 0) :
    1 / green H0 f z - 1 / green (interacting H0 f U) f z = U := by
  have hd := dyson H0 f U z h0 h
  have hg : green (interacting H0 f U) f z ≠ 0 := by
    intro hg
    rw [hg, mul_zero, add_zero] at hd
    exact hg0 hd.symm
  rw [div_sub_div _ _ hg0 hg, div_eq_iff (mul_ne_zero hg0 hg)]
  linear_combination hd
```

## Hermitian Hamiltonians away from the real axis

For Hermitian $H$ the expectation value $\langle x,Hx\rangle$ equals its own complex conjugate and is real. Therefore
$$\operatorname{Im}\langle x,(z-H)x\rangle=\operatorname{Im}\bigl(z\|x\|^2\bigr)=\operatorname{Im}z\,\sum_i|x_i|^2 .$$
In the code `hreal` is the reality of the expectation value, and `hnorm` identifies $\langle x,x\rangle$ with the real sum of `Complex.normSq (x i)`.

```lean
/-- For Hermitian `H`, the imaginary part of `⟨x, (z - H) x⟩` is `Im z` times the
squared norm of `x`. -/
theorem im_expectation (H : Matrix n n ℂ) (hH : H.IsHermitian) (x : n → ℂ) (z : ℂ) :
    (star x ⬝ᵥ ((z • (1 : Matrix n n ℂ) - H) *ᵥ x)).im =
      z.im * ∑ i, Complex.normSq (x i) := by
  have im0 : ∀ q : ℂ, q = star q → q.im = 0 := by
    intro q hq
    have := congrArg Complex.im hq
    simp at this
    linarith
  -- expectation values of H are real
  have hreal : (star x ⬝ᵥ (H *ᵥ x)).im = 0 := by
    apply im0
    calc star x ⬝ᵥ (H *ᵥ x) = star (star (H *ᵥ x) ⬝ᵥ x) := Matrix.star_dotProduct _ _
      _ = star (star x ⬝ᵥ (H *ᵥ x)) := by
        rw [Matrix.star_mulVec, hH.eq, ← Matrix.dotProduct_mulVec]
  have hnorm : star x ⬝ᵥ x = ((∑ i, Complex.normSq (x i) : ℝ) : ℂ) := by
    simp only [dotProduct, Complex.ofReal_sum]
    exact Finset.sum_congr rfl fun i _ =>
      (Complex.normSq_eq_conj_mul_self (z := x i)).symm
  rw [Matrix.sub_mulVec, Matrix.smul_mulVec, Matrix.one_mulVec, dotProduct_sub,
    dotProduct_smul, smul_eq_mul, hnorm, Complex.sub_im, hreal, Complex.im_mul_ofReal, sub_zero]
```

If $z-H$ were singular, some $v\neq0$ would satisfy $(z-H)v=0$. The identity above would then give $0=\operatorname{Im}z\,\|v\|^2$, which is impossible for $\operatorname{Im}z\neq0$. The Lean proof obtains $v$ from a vanishing determinant.

```lean
/-- For Hermitian `H` and nonreal energy `z`, the matrix `z - H` is invertible. -/
theorem isUnit_of_nonreal (H : Matrix n n ℂ) (hH : H.IsHermitian) (z : ℂ) (hz : z.im ≠ 0) :
    IsUnit (z • (1 : Matrix n n ℂ) - H) := by
  rw [Matrix.isUnit_iff_isUnit_det, isUnit_iff_ne_zero]
  intro hdet
  obtain ⟨v, hv, hv0⟩ := Matrix.exists_mulVec_eq_zero_iff.mpr hdet
  have him := im_expectation H hH v z
  rw [hv0, dotProduct_zero, Complex.zero_im] at him
  obtain ⟨i, hi⟩ := Function.ne_iff.mp hv
  have hpos : 0 < ∑ i, Complex.normSq (v i) :=
    Finset.sum_pos' (fun i _ => Complex.normSq_nonneg _)
      ⟨i, Finset.mem_univ i, Complex.normSq_pos.mpr hi⟩
  exact mul_ne_zero hz hpos.ne' him.symm
```

The same identity fixes the sign of the spectrum. Put $x=(z-H)^{-1}f$, so that $f=(z-H)x$. Then
$$g_H=\langle f,x\rangle=\overline{\langle x,f\rangle}=\overline{\langle x,(z-H)x\rangle},$$
and taking the imaginary part gives
$$A_H(z)=\frac{\operatorname{Im}z\,\|x\|^2}{\pi}.$$
If $f\neq0$, then $x\neq0$, and $A_H(z)>0$ for $\operatorname{Im}z>0$. The theorem applies to any Hermitian matrix, so it covers $H_0$ and, for real $U$, also $H$. The negative spectrum of the first-order expansion is thus a truncation error.

```lean
/-- For Hermitian `H`, nonzero `f` and `Im z > 0`, the local two-hole spectrum is
strictly positive. -/
theorem spectrum_pos (H : Matrix n n ℂ) (hH : H.IsHermitian) (f : n → ℂ) (hf : f ≠ 0)
    (z : ℂ) (hz : 0 < z.im) : 0 < spectrum H f z := by
  have hx := response_equation H f z (isUnit_of_nonreal H hH z hz.ne')
  have hg : green H f z = star (star ((z • (1 : Matrix n n ℂ) - H)⁻¹ *ᵥ f) ⬝ᵥ f) :=
    Matrix.star_dotProduct _ _
  have him := im_expectation H hH ((z • (1 : Matrix n n ℂ) - H)⁻¹ *ᵥ f) z
  rw [hx] at him
  have hx0 : (z • (1 : Matrix n n ℂ) - H)⁻¹ *ᵥ f ≠ 0 := by
    intro h0
    rw [h0, Matrix.mulVec_zero] at hx
    exact hf hx.symm
  obtain ⟨i, hi⟩ := Function.ne_iff.mp hx0
  have hpos := Finset.sum_pos' (fun i _ => Complex.normSq_nonneg _)
    ⟨i, Finset.mem_univ i, Complex.normSq_pos.mpr hi⟩
  have hstar : ∀ q : ℂ, (star q).im = -q.im := fun q => Complex.conj_im q
  unfold spectrum
  rw [hg, hstar, neg_neg, him]
  exact div_pos (mul_pos hz hpos) Real.pi_pos
```

## The distorted line shape

Now let $H_0$ be Hermitian, $U$ real and $\operatorname{Im}z\neq0$. Then $H$ is Hermitian too, both invertibility conditions hold automatically, and the formula for $g$ applies. Multiplying numerator and denominator by $1-U\overline{g_0}$ gives
$$\operatorname{Im}g=\frac{\operatorname{Im}\bigl(g_0-U|g_0|^2\bigr)}{|1-Ug_0|^2}=\frac{\operatorname{Im}g_0}{(1-U\operatorname{Re}g_0)^2+(U\operatorname{Im}g_0)^2}.$$
With $\operatorname{Im}g_0=-\pi A_0$, the interacting spectrum $A$ is
$$A=\frac{A_0}{(1-U\operatorname{Re}g_0)^2+(\pi UA_0)^2}.$$
Where $U\operatorname{Re}g_0=1$ and $A_0>0$, this equals $1/(\pi^2U^2A_0)$, which is large when $A_0$ is small: the repulsion can concentrate weight where the non-interacting spectrum has little.

In the Cini–Sawatzky treatment of a filled band, $A_0$ is obtained by convolving the local one-hole density of states with itself. The theorem takes $H_0$, and with it $A_0$, as given, and it concerns finite matrices without a limit to an infinite solid. Partly filled bands and interactions in several local states lie beyond this model.

In the proof, `hV` shows that the interaction is Hermitian, and `isUnit_of_nonreal` supplies both invertibility conditions. After `generalize` has replaced $g_0$ by an arbitrary complex number, `hre`, `him` and `hN` give the real part, imaginary part and squared modulus of the denominator.

```lean
/-- The Cini-Sawatzky line shape: for Hermitian `H0`, real `U` and nonreal `z`, the
interacting spectrum is `A0 / ((1 - U Re g0)² + (π U A0)²)`, with `A0` the spectrum of `H0`. -/
theorem line_shape (H0 : Matrix n n ℂ) (hH : H0.IsHermitian) (f : n → ℂ) (U : ℝ)
    (z : ℂ) (hz : z.im ≠ 0) :
    spectrum (interacting H0 f U) f z = spectrum H0 f z /
      ((1 - U * (green H0 f z).re) ^ 2 + (Real.pi * U * spectrum H0 f z) ^ 2) := by
  have hV : ((U : ℂ) • vecMulVec f (star f)).IsHermitian :=
    Matrix.IsHermitian.ext fun i j => by
      simp [Matrix.vecMulVec_apply, mul_comm]
  have hg := (cini_sawatzky H0 f U z (isUnit_of_nonreal H0 hH z hz)
    (isUnit_of_nonreal _ (hH.add hV) z hz)).2
  unfold spectrum
  rw [hg]
  generalize green H0 f z = g
  -- real and imaginary parts of the denominator 1 - U g0
  have hre : (1 - (U : ℂ) * g).re = 1 - U * g.re := by simp
  have him : (1 - (U : ℂ) * g).im = -(U * g.im) := by simp
  have hN : Complex.normSq (1 - (U : ℂ) * g) =
      (1 - U * g.re) ^ 2 + (-(U * g.im)) ^ 2 := by
    rw [Complex.normSq_apply, hre, him]
    ring
  have hp : Real.pi * U * (-g.im / Real.pi) = -(U * g.im) := by
    have := Real.pi_ne_zero
    field_simp
  rw [hp, Complex.div_im, hre, him, hN]
  ring

end

end CiniSawatzky
```

```lean
#print axioms CiniSawatzky.cini_sawatzky
#print axioms CiniSawatzky.interaction_from_green
#print axioms CiniSawatzky.spectrum_pos
#print axioms CiniSawatzky.line_shape
```

```
'CiniSawatzky.cini_sawatzky' depends on axioms: [propext, Classical.choice, Quot.sound]
'CiniSawatzky.interaction_from_green' depends on axioms: [propext, Classical.choice, Quot.sound]
'CiniSawatzky.spectrum_pos' depends on axioms: [propext, Classical.choice, Quot.sound]
'CiniSawatzky.line_shape' depends on axioms: [propext, Classical.choice, Quot.sound]
```
